# Independent-electron dipole strength into a doubly occupied orbital: doubled for the singlet, zero for the triplet

Let $a,b\in\mathbb C^n$ be orthonormal orbitals and let $D_k$ be any finite family of one-electron dipole matrices. With $\psi_\pm=(a\otimes b\pm b\otimes a)/\sqrt2$,

$$
\sum_k\bigl|\langle a\otimes a,(D_k\otimes1+1\otimes D_k)\psi_\pm\rangle\bigr|^2=
\begin{cases}2\sum_k|\langle a,D_kb\rangle|^2&\text{for }+,\\[2pt]0&\text{for }-.\end{cases}
$$

The plus sign gives the spatial part of the singlet and the minus sign that of the triplet. For two non-interacting electrons, this fixes the electric dipole (E1) strength between individual states in a transition such as $1s2p\to1s^2$ in a helium-like ion, relative to the one-electron transition $2p\to1s$ between individual states.

## The two orderings contribute equal amplitudes

Write $\langle u,v\rangle=\sum_i\overline{u_i}v_i$ and $(u\otimes v)_{(i,j)}=u_iv_j$. A Kronecker product of matrices $A$ and $B$ acts factor by factor, since its component at $(p_1,p_2)$ is

$$
\sum_{i,j}A_{p_1i}B_{p_2j}u_iv_j=(Au)_{p_1}(Bv)_{p_2}.
$$

Overlaps of product states factorise as well:

$$
\langle u\otimes v,w\otimes z\rangle=\sum_{i,j}\overline{u_iv_j}\,w_iz_j=\langle u,w\rangle\langle v,z\rangle.
$$

For one dipole component $D$, put $T=D\otimes1+1\otimes D$. Then $T(a\otimes b)=Da\otimes b+a\otimes Db$ and $T(b\otimes a)=Db\otimes a+b\otimes Da$. Projecting either vector on $a\otimes a$ gives the same number,

$$
M=\langle a,a\rangle\langle a,Db\rangle+\langle a,b\rangle\langle a,Da\rangle .
$$

For complex coefficients $c,d$ and the superposition $\psi=c\,a\otimes b+d\,b\otimes a$, the amplitude is therefore $(c+d)M$. If $\langle a,a\rangle=1$ and $\langle a,b\rangle=0$, then $M=\langle a,Db\rangle$. Squaring the modulus and summing over components gives

$$
\sum_k|\langle a\otimes a,T_k\psi\rangle|^2=|c+d|^2S,\qquad S=\sum_k|\langle a,D_kb\rangle|^2,
$$

where $T_k=D_k\otimes1+1\otimes D_k$. For $c=d=1/\sqrt2$ the factor is $(2/\sqrt2)^2=2$. For $d=-c$ it is zero, whatever the value of $M$.

The comparison is between normalised states. For orthonormal orbitals,

$$
\langle\psi,\psi\rangle=|c|^2+|d|^2+(\bar cd+\bar dc)\,|\langle a,b\rangle|^2=|c|^2+|d|^2 .
$$

When this equals one, the parallelogram law $|c+d|^2+|c-d|^2=2(|c|^2+|d|^2)$ turns the strength into $(2-|c-d|^2)S$. It is at most $2S$, and for $S>0$ it reaches $2S$ exactly when $c=d$, which is the singlet combination up to a common phase.

## Orbitals, pair states and line strength in Lean

```lean
import Mathlib

open Matrix
open scoped Kronecker

namespace TwoElectronDipole

noncomputable section

variable {n m κ : Type*} [Fintype n] [DecidableEq n] [Fintype m] [Fintype κ]
```

The finite type `n` labels an orthonormal one-electron basis, and `κ` labels the dipole components. The type `m` lets one definition of line strength serve both one-electron and two-electron states.

```lean
/-- The product state `u ⊗ v`: electron 1 in orbital `u`, electron 2 in orbital `v`. -/
def productState (u v : n → ℂ) : n × n → ℂ := fun p => u p.1 * v p.2
```

An orbital is a coefficient vector `n → ℂ`, and a two-electron spatial state is a function on pairs of basis labels. The first label belongs to electron 1.

```lean
/-- The two-electron operator `D ⊗ 1 + 1 ⊗ D` built from a one-electron operator `D`. -/
def twoElectron (D : Matrix n n ℂ) : Matrix (n × n) (n × n) ℂ :=
  D ⊗ₖ (1 : Matrix n n ℂ) + (1 : Matrix n n ℂ) ⊗ₖ D
```

Despite its name, `twoElectron D` contains no interaction between the electrons: it is the sum of the same one-electron operator acting on each of them. The matrix `D` is arbitrary and need not be Hermitian, so Cartesian and spherical components are both covered.

```lean
/-- The superposition `c a ⊗ b + d b ⊗ a` of the two ways to place two electrons
in the orbitals `a` and `b`. -/
def pairState (c d : ℂ) (a b : n → ℂ) : n × n → ℂ :=
  c • productState a b + d • productState b a

/-- The spatial part `(a ⊗ b + b ⊗ a) / √2` of the singlet. -/
def singlet (a b : n → ℂ) : n × n → ℂ :=
  pairState (((Real.sqrt 2)⁻¹ : ℝ) : ℂ) (((Real.sqrt 2)⁻¹ : ℝ) : ℂ) a b

/-- The spatial part `(a ⊗ b - b ⊗ a) / √2` of the triplet. -/
def triplet (a b : n → ℂ) : n × n → ℂ :=
  pairState (((Real.sqrt 2)⁻¹ : ℝ) : ℂ) (-(((Real.sqrt 2)⁻¹ : ℝ) : ℂ)) a b
```

The singlet and the triplet are the cases of `pairState` with coefficients $1/\sqrt2,\pm1/\sqrt2$. For orthonormal orbitals, only $d=\pm c$ can be the spatial factor of an antisymmetric two-electron state with a separate spin factor; other coefficients serve as a mathematical comparison. Only the spatial parts of the singlet and triplet appear. Spin is not represented, and neither are correlation or orbital relaxation between the initial and final states.

```lean
/-- The line strength from the single state `i` to the single state `f`, with no sum over degenerate
states: the sum over the components `k` of `|⟨f, D k i⟩|²`. -/
def lineStrength (D : κ → Matrix m m ℂ) (f i : m → ℂ) : ℝ :=
  ∑ k, ‖star f ⬝ᵥ (D k *ᵥ i)‖ ^ 2
```

The expression `star f ⬝ᵥ (D k *ᵥ i)` is $\langle f,D_ki\rangle$, conjugate-linear in the final state. With dipole integrals over a nonorthogonal basis, this expression would keep its form, but the overlap matrix would have to enter the orbital overlaps and replace the identity matrices in `twoElectron`. The strength is between two individual states. The line strength tabulated for atomic lines also sums over all sublevels of both levels, spin included; in that convention the one-electron transition $2p\to1s$, with its fine-structure components added together, gains a factor 2 from spin, and for independent electrons the singlet line $1s2p\to1s^2$ has the same total line strength, not twice it. The definition contains no frequency factor. For independent electrons both lines have the same transition frequency, so the spontaneous emission rate of an individual initial state would double along with the state-to-state strength; that step is physical reasoning added here to the theorems about strengths.

## Factorised operators and overlaps

```lean
omit [DecidableEq n] in
/-- The operator `A ⊗ B` acts on a product state factor by factor. -/
theorem kronecker_productState (A B : Matrix n n ℂ) (u v : n → ℂ) :
    (A ⊗ₖ B) *ᵥ productState u v = productState (A *ᵥ u) (B *ᵥ v) := by
  ext p
  simp only [Matrix.mulVec, dotProduct, productState, Matrix.kroneckerMap_apply,
    Fintype.sum_prod_type, Finset.sum_mul_sum]
  refine Finset.sum_congr rfl fun i _ => Finset.sum_congr rfl fun j _ => ?_
  ring
```

This is the factorwise action $(A\otimes B)(u\otimes v)=Au\otimes Bv$. The proof expands both sides into double sums over `i` and `j`, and `ring` reorders the factors in each term.

```lean
omit [DecidableEq n] in
/-- The overlap of two product states is the product of the orbital overlaps. -/
theorem overlap_productState (u v w z : n → ℂ) :
    star (productState u v) ⬝ᵥ productState w z = (star u ⬝ᵥ w) * (star v ⬝ᵥ z) := by
  simp only [dotProduct, productState, Pi.star_apply, star_mul',
    Fintype.sum_prod_type, Finset.sum_mul_sum]
  refine Finset.sum_congr rfl fun i _ => Finset.sum_congr rfl fun j _ => ?_
  ring
```

The overlap formula is proved in the same way, with the complex conjugate distributed over the product $u_iv_j$.

```lean
omit [DecidableEq n] in
/-- For orthonormal orbitals the squared norm of `c a ⊗ b + d b ⊗ a` is `|c|² + |d|²`. -/
theorem pairState_norm (c d : ℂ) {a b : n → ℂ} (ha : star a ⬝ᵥ a = 1)
    (hb : star b ⬝ᵥ b = 1) (hab : star a ⬝ᵥ b = 0) :
    star (pairState c d a b) ⬝ᵥ pairState c d a b = ((‖c‖ ^ 2 + ‖d‖ ^ 2 : ℝ) : ℂ) := by
  have hba : star b ⬝ᵥ a = 0 := by rw [Matrix.star_dotProduct, hab, star_zero]
  simp only [pairState, star_add, star_smul, add_dotProduct, dotProduct_add,
    smul_dotProduct, dotProduct_smul, overlap_productState, ha, hb, hab, hba,
    smul_eq_mul, mul_one, mul_zero, add_zero, zero_add]
  push_cast
  rw [← Complex.conj_mul' c, ← Complex.conj_mul' d]
  simp only [starRingEnd_apply]
  ring
```

The hypotheses `ha`, `hb` and `hab` say that the orbitals are orthonormal. Conjugating `hab` gives $\langle b,a\rangle=0$. Expanding the overlap then leaves only $\bar cc+\bar dd$, which `Complex.conj_mul'` identifies with the squared moduli. In particular, the singlet and triplet states have norm one for orthonormal orbitals.

## The interference factor

```lean
/-- The amplitude from `c a ⊗ b + d b ⊗ a` to `a ⊗ a` carries the interference factor
`c + d`, for any two orbitals. -/
theorem amplitude (D : Matrix n n ℂ) (c d : ℂ) (a b : n → ℂ) :
    star (productState a a) ⬝ᵥ (twoElectron D *ᵥ pairState c d a b) =
      (c + d) * ((star a ⬝ᵥ a) * (star a ⬝ᵥ (D *ᵥ b)) +
        (star a ⬝ᵥ b) * (star a ⬝ᵥ (D *ᵥ a))) := by
  simp only [pairState, twoElectron, Matrix.mulVec_add, Matrix.mulVec_smul,
    Matrix.add_mulVec, kronecker_productState, Matrix.one_mulVec, dotProduct_add,
    dotProduct_smul, overlap_productState, smul_eq_mul]
  ring
```

This is the identity $\langle a\otimes a,T\psi\rangle=(c+d)M$, stated without any condition on the orbitals. The `simp only` call distributes the operator over the superposition and applies the two factorisation lemmas; `ring` then collects the two equal contributions.

```lean
/-- If `a` is normalised and orthogonal to `b`, the line strength from
`c a ⊗ b + d b ⊗ a` to `a ⊗ a` is `|c + d|²` times the one-electron strength. -/
theorem strength_pairState (D : κ → Matrix n n ℂ) (c d : ℂ) {a b : n → ℂ}
    (ha : star a ⬝ᵥ a = 1) (hab : star a ⬝ᵥ b = 0) :
    lineStrength (fun k => twoElectron (D k)) (productState a a) (pairState c d a b) =
      ‖c + d‖ ^ 2 * lineStrength D a b := by
  simp only [lineStrength, amplitude, ha, hab, one_mul, zero_mul, add_zero,
    norm_mul, mul_pow, Finset.mul_sum]
```

The hypotheses reduce $M$ to $\langle a,Db\rangle$ for every component, and the common factor $|c+d|^2$ comes out of the sum. Here `b` need not be normalised: rescaling it changes both strengths by the same factor.

## Doubling and cancellation

```lean
/-- If `a` is normalised and orthogonal to `b`, the line strength from the singlet
to `a ⊗ a` is twice the one-electron strength from `b` to `a`. -/
theorem singlet_doubled (D : κ → Matrix n n ℂ) {a b : n → ℂ}
    (ha : star a ⬝ᵥ a = 1) (hab : star a ⬝ᵥ b = 0) :
    lineStrength (fun k => twoElectron (D k)) (productState a a) (singlet a b) =
      2 * lineStrength D a b := by
  have h2 : Real.sqrt 2 ^ 2 = 2 := Real.sq_sqrt (by norm_num)
  -- the two equal amplitudes add up to √2
  have hs : ((Real.sqrt 2)⁻¹ + (Real.sqrt 2)⁻¹) ^ 2 = 2 := by
    calc ((Real.sqrt 2)⁻¹ + (Real.sqrt 2)⁻¹) ^ 2 = 4 * (Real.sqrt 2 ^ 2)⁻¹ := by ring
      _ = 2 := by rw [h2]; norm_num
  rw [singlet, strength_pairState D _ _ ha hab, ← Complex.ofReal_add,
    Complex.norm_real, Real.norm_eq_abs, sq_abs, hs]
```

After `strength_pairState` has been applied, only the number $|1/\sqrt2+1/\sqrt2|^2$ remains. The auxiliary equation `hs` evaluates it as 2. The orthonormal case in the opening formula is included, since the theorem asks only that `a` be normalised and orthogonal to `b`.

```lean
/-- The line strength from the triplet spatial state to `a ⊗ a` vanishes,
for any two orbitals. -/
theorem triplet_cancelled (D : κ → Matrix n n ℂ) (a b : n → ℂ) :
    lineStrength (fun k => twoElectron (D k)) (productState a a) (triplet a b) = 0 := by
  simp [lineStrength, triplet, amplitude]
```

For the triplet the coefficients add to zero, so every component of the amplitude vanishes. No orthonormality is needed. Physically, the dipole operator treats the two electrons alike and preserves the antisymmetry of the spatial state, whereas $a\otimes a$ is symmetric.

## The singlet combination has the largest strength

```lean
/-- Let `a` be normalised and orthogonal to `b`, and `|c|² + |d|² = 1`. Then the strength
from `c a ⊗ b + d b ⊗ a` to `a ⊗ a` is at most twice the one-electron strength; if the
latter is positive, equality holds exactly when `c = d`. -/
theorem doubling_is_maximal (D : κ → Matrix n n ℂ) {c d : ℂ} {a b : n → ℂ}
    (ha : star a ⬝ᵥ a = 1) (hab : star a ⬝ᵥ b = 0) (hcd : ‖c‖ ^ 2 + ‖d‖ ^ 2 = 1) :
    lineStrength (fun k => twoElectron (D k)) (productState a a) (pairState c d a b) ≤
        2 * lineStrength D a b ∧
      (0 < lineStrength D a b →
        (lineStrength (fun k => twoElectron (D k)) (productState a a)
          (pairState c d a b) = 2 * lineStrength D a b ↔ c = d)) := by
  -- the parallelogram law measures the loss by |c - d|²
  have key : ‖c + d‖ ^ 2 = 2 - ‖c - d‖ ^ 2 := by
    have p := parallelogram_law_with_norm ℝ c d
    linear_combination p + 2 * hcd
  have hS : 0 ≤ lineStrength D a b := Finset.sum_nonneg fun k _ => sq_nonneg _
  rw [strength_pairState D c d ha hab, key]
  refine ⟨by nlinarith [mul_nonneg (sq_nonneg ‖c - d‖) hS], fun hpos => ⟨fun h => ?_, fun h => ?_⟩⟩
  · have h0 : ‖c - d‖ ^ 2 * lineStrength D a b = 0 := by linear_combination -h
    rcases mul_eq_zero.1 h0 with h1 | h1
    · exact sub_eq_zero.1 (norm_eq_zero.1 ((pow_eq_zero_iff two_ne_zero).1 h1))
    · exact absurd h1 hpos.ne'
  · rw [h, sub_self d, norm_zero]
    ring

end

end TwoElectronDipole
```

The condition `hcd` fixes $|c|^2+|d|^2=1$, which by `pairState_norm` means a normalised pair state when the orbitals are orthonormal. The equation `key` is the parallelogram law rewritten as $|c+d|^2=2-|c-d|^2$. Since $|c-d|^2S$ is nonnegative, the upper bound follows.

For the equality statement, a strength of $2S$ forces $|c-d|^2S=0$. The assumption $S>0$ excludes the second factor, so $c=d$; the converse is substitution. If the one-electron line is forbidden in all components, so that $S=0$, both sides vanish for every choice of coefficients, and equality no longer singles out the singlet.

```lean
#print axioms TwoElectronDipole.pairState_norm
#print axioms TwoElectronDipole.singlet_doubled
#print axioms TwoElectronDipole.triplet_cancelled
#print axioms TwoElectronDipole.doubling_is_maximal
```

```
'TwoElectronDipole.pairState_norm' depends on axioms: [propext, Classical.choice, Quot.sound]
'TwoElectronDipole.singlet_doubled' depends on axioms: [propext, Classical.choice, Quot.sound]
'TwoElectronDipole.triplet_cancelled' depends on axioms: [propext, Classical.choice, Quot.sound]
'TwoElectronDipole.doubling_is_maximal' depends on axioms: [propext, Classical.choice, Quot.sound]
```
